# Twice the partition function of two identical non-interacting fermions is the squared trace of the one-particle Boltzmann operator minus the trace of its square

Two identical fermions that don't interact share $M$ orthonormal spin orbitals and are held at a fixed temperature. Each Slater determinant of two different orbitals $k<l$ contributes one diagonal element to the canonical partition function. If $A$ is the $M\times M$ matrix of the one-particle Boltzmann operator, that element is the minor $A_{kk}A_{ll}-A_{kl}A_{lk}$, and I write $Z_F$ for the sum of these minors over all pairs $k<l$. The result I know is

$$2Z_F=(\operatorname{tr}A)^2-\operatorname{tr}(A^2),$$

so two one-particle traces replace the sum over determinants. I can see that the second term comes from particle exchange, but I would like a full argument that keeps track of the diagonal terms and doesn't rely on $A$ being diagonal. Can this be made rigorous and checked by machine?

## Direct and exchange products over pairs of orbitals

Yes. The identity is algebraic: it holds for every square matrix over a commutative ring, and the Lean file below proves it in that generality. The physics enters through the choice of $A$ and through the absence of interactions, which makes the two-particle Boltzmann operator equal to $A\otimes A$.

The minor comes from the normalised determinant $|kl\rangle_-=(|k\rangle|l\rangle-|l\rangle|k\rangle)/\sqrt2$. Expanding the diagonal element gives four terms, equal in pairs:

$$\tfrac12\left(A_{kk}A_{ll}-A_{kl}A_{lk}-A_{lk}A_{kl}+A_{ll}A_{kk}\right)=A_{kk}A_{ll}-A_{kl}A_{lk}.$$

The symmetric combination of two different orbitals gives the same expression with a plus sign. Two bosons can also occupy the same orbital, which contributes $A_{kk}^2$. The bosonic partition function is therefore

$$Z_B=\sum_{k<l}(A_{kk}A_{ll}+A_{kl}A_{lk})+\sum_kA_{kk}^2 .$$

Now take any array with $f_{kl}=f_{lk}$. In a double sum over $k$ and $l$, either $k<l$, or $l<k$, or $k=l$. Renaming the labels turns the second part into the first, so

$$\sum_{k,l}f_{kl}=2\sum_{k<l}f_{kl}+\sum_kf_{kk}.$$

The direct product $A_{kk}A_{ll}$ and the exchange product $A_{kl}A_{lk}$ are both symmetric in this sense, whether or not $A$ is a symmetric matrix. Their full double sums are

$$\sum_{k,l}A_{kk}A_{ll}=(\operatorname{tr}A)^2,\qquad \sum_{k,l}A_{kl}A_{lk}=\sum_k(A^2)_{kk}=\operatorname{tr}(A^2),$$

and both have the same diagonal part, $\sum_kA_{kk}^2$. Splitting each sum gives

$$(\operatorname{tr}A)^2=2\sum_{k<l}A_{kk}A_{ll}+\sum_kA_{kk}^2,\qquad \operatorname{tr}(A^2)=2\sum_{k<l}A_{kl}A_{lk}+\sum_kA_{kk}^2 .$$

In $Z_B+Z_F$ the exchange products cancel, and in $Z_B-Z_F$ the direct products cancel. What remains is exactly the two right-hand sides above:

$$Z_B+Z_F=(\operatorname{tr}A)^2,\qquad Z_B-Z_F=\operatorname{tr}(A^2).$$

Subtracting the second equation from the first gives the formula for $2Z_F$, without any division.

The same result can be read as a trace over two distinguishable particles. Let $X$ be the operator that exchanges them. The diagonal element of $X(A\otimes A)$ at the pair $(k,l)$ is the element of $A\otimes A$ in row $(l,k)$ and column $(k,l)$, which is $A_{lk}A_{kl}$. Hence $\operatorname{tr}[X(A\otimes A)]=\operatorname{tr}(A^2)$. Since $\operatorname{tr}(A\otimes A)=(\operatorname{tr}A)^2$,

$$\operatorname{tr}[(1-X)(A\otimes A)]=2Z_F .$$

Three special cases follow.

- For $A=e^{-\beta H}$, with one-particle Hamiltonian $H$ and inverse temperature $\beta$, we have $A^2=e^{-2\beta H}$. With $Z_1(\beta)=\operatorname{tr}e^{-\beta H}$ this gives $Z_F=\tfrac12\left[Z_1(\beta)^2-Z_1(2\beta)\right]$.
- For diagonal $A$ with entries $d_k$, the exchange product vanishes when $k<l$, and $Z_F=\sum_{k<l}d_kd_l$.
- For $A_{kl}=u_kv_l$, every minor is $u_kv_ku_lv_l-u_kv_lu_lv_k=0$, so $Z_F=0$. Such a matrix has rank at most one, so it offers at most one orbital, and two fermions can't share it. For $M\ge2$ it is not the Boltzmann operator of any system at finite temperature, because $e^{-\beta H}$ is always invertible. The projector onto a single orbital is an example of this form.

Here is the complete file.

```lean
import Mathlib

open Matrix
open scoped Kronecker

namespace TwoFermionPartition

variable {M : ℕ} {R : Type*} [CommRing R]

/-- The diagonal element of `A ⊗ A` in the Slater determinant of orbitals `k` and `l`:
the minor of `A` on rows and columns `k, l`. -/
def slaterWeight (A : Matrix (Fin M) (Fin M) R) (k l : Fin M) : R :=
  (A.submatrix ![k, l] ![k, l]).det

/-- The two-fermion partition function: the sum of the Slater weights over all pairs of
orbitals `k < l`. -/
def fermionZ (A : Matrix (Fin M) (Fin M) R) : R :=
  ∑ k, ∑ l with k < l, slaterWeight A k l

/-- The two-boson partition function: permanents for pairs `k < l`, together with the
doubly occupied orbitals. -/
def bosonZ (A : Matrix (Fin M) (Fin M) R) : R :=
  (∑ k, ∑ l with k < l, (A k k * A l l + A k l * A l k)) + ∑ k, A k k * A k k

/-- The operator that exchanges the two particles, as a matrix on pairs of orbital labels. -/
def exchange (M : ℕ) (R : Type*) [CommRing R] :
    Matrix (Fin M × Fin M) (Fin M × Fin M) R :=
  Matrix.of fun p q => if p.swap = q then 1 else 0

/-- The Slater weight is the direct product of diagonal elements minus the exchange product. -/
theorem slaterWeight_eq (A : Matrix (Fin M) (Fin M) R) (k l : Fin M) :
    slaterWeight A k l = A k k * A l l - A k l * A l k := by
  exact Matrix.det_fin_two (A.submatrix ![k, l] ![k, l])

/-- A symmetric sum over two orbital labels is twice its sum over pairs `k < l` plus its
diagonal part. -/
theorem sum_symmetric_pairs (f : Fin M → Fin M → R) (hf : ∀ k l, f k l = f l k) :
    ∑ k, ∑ l, f k l = 2 * (∑ k, ∑ l with k < l, f k l) + ∑ k, f k k := by
  -- each pair of labels is ordered one way, the other way, or coincides
  have h1 : ∑ k, ∑ l, f k l = ∑ k, ∑ l, ((if k < l then f k l else 0) +
      (if l < k then f k l else 0) + (if k = l then f k l else 0)) := by
    refine Finset.sum_congr rfl fun k _ => Finset.sum_congr rfl fun l _ => ?_
    rcases lt_trichotomy k l with h | h | h
    · simp [h, lt_asymm h, h.ne]
    · subst h
      simp
    · simp [h, lt_asymm h, h.ne']
  -- renaming the two summation labels maps one ordering to the other
  have h2 : ∑ k, ∑ l, (if l < k then f k l else 0) =
      ∑ k, ∑ l, (if k < l then f k l else 0) := by
    rw [Finset.sum_comm]
    refine Finset.sum_congr rfl fun k _ => Finset.sum_congr rfl fun l _ => ?_
    rw [hf l k]
  simp only [Finset.sum_filter]
  rw [h1]
  simp only [Finset.sum_add_distrib]
  rw [h2]
  simp only [Finset.sum_ite_eq, Finset.mem_univ, if_true]
  ring

/-- The boson and fermion partition functions add up to the square of the one-particle trace,
and they differ by the trace of the squared one-particle operator. -/
theorem boson_fermion_sum_and_difference (A : Matrix (Fin M) (Fin M) R) :
    bosonZ A + fermionZ A = A.trace ^ 2 ∧ bosonZ A - fermionZ A = (A * A).trace := by
  have t1 : A.trace ^ 2 = ∑ k, ∑ l, A k k * A l l := by
    simp only [Matrix.trace, Matrix.diag_apply, sq, Finset.sum_mul_sum]
  have t2 : (A * A).trace = ∑ k, ∑ l, A k l * A l k := by
    simp only [Matrix.trace, Matrix.diag_apply, Matrix.mul_apply]
  -- direct and exchange products are both symmetric in the two labels
  have e1 := sum_symmetric_pairs (fun k l => A k k * A l l) (fun k l => mul_comm _ _)
  have e2 := sum_symmetric_pairs (fun k l => A k l * A l k) (fun k l => mul_comm _ _)
  beta_reduce at e1 e2
  rw [t1, t2, e1, e2]
  simp only [bosonZ, fermionZ, slaterWeight_eq, Finset.sum_add_distrib,
    Finset.sum_sub_distrib]
  constructor <;> ring

/-- Twice the two-fermion partition function is the square of the one-particle trace minus
the trace of the squared one-particle operator. -/
theorem two_mul_fermionZ (A : Matrix (Fin M) (Fin M) R) :
    2 * (∑ k, ∑ l with k < l, (A k k * A l l - A k l * A l k)) =
      A.trace ^ 2 - (A * A).trace := by
  have h := boson_fermion_sum_and_difference A
  have hZ : fermionZ A = ∑ k, ∑ l with k < l, (A k k * A l l - A k l * A l k) := by
    simp only [fermionZ, slaterWeight_eq]
  rw [← hZ]
  linear_combination h.1 - h.2

/-- The trace of `A ⊗ A` over two distinguishable particles, weighted by one minus the
exchange operator, is twice the two-fermion partition function. -/
theorem trace_antisymmetrized (A : Matrix (Fin M) (Fin M) R) :
    ((1 - exchange M R) * (A ⊗ₖ A)).trace = 2 * fermionZ A := by
  -- exchange links the two particles into a single one-particle trace
  have hx : (exchange M R * (A ⊗ₖ A)).trace = (A * A).trace := by
    simp only [Matrix.trace, Matrix.diag_apply, Matrix.mul_apply, exchange, Matrix.of_apply,
      Matrix.kroneckerMap_apply, ite_mul, one_mul, zero_mul, Finset.sum_ite_eq,
      Finset.mem_univ, if_true, Prod.fst_swap, Prod.snd_swap]
    rw [Fintype.sum_prod_type]
    exact Finset.sum_congr rfl fun k _ => Finset.sum_congr rfl fun l _ => mul_comm _ _
  have h := boson_fermion_sum_and_difference A
  rw [sub_mul, one_mul, Matrix.trace_sub, hx, Matrix.trace_kronecker]
  linear_combination h.2 - h.1

/-- For the Boltzmann operator of a one-particle Hamiltonian `H`, the two-fermion partition
function follows from the one-particle partition functions at `β` and `2β`. -/
theorem fermionZ_boltzmann (H : Matrix (Fin M) (Fin M) ℂ) (β : ℝ) :
    fermionZ (NormedSpace.exp ((-β) • H)) =
      ((NormedSpace.exp ((-β) • H)).trace ^ 2 -
        (NormedSpace.exp ((-(2 * β)) • H)).trace) / 2 := by
  -- squaring the Boltzmann operator doubles the inverse temperature
  have hexp : NormedSpace.exp ((-(2 * β)) • H) =
      NormedSpace.exp ((-β) • H) * NormedSpace.exp ((-β) • H) := by
    have hβ : -(2 * β) = -β + -β := by ring
    rw [hβ, add_smul, Matrix.exp_add_of_commute _ _ (Commute.refl _)]
  have h := boson_fermion_sum_and_difference (NormedSpace.exp ((-β) • H))
  rw [hexp]
  linear_combination (1 / 2 : ℂ) * (h.1 - h.2)

/-- For a diagonal one-particle operator, the two-fermion partition function is the sum over pairs
of orbitals `k < l` of the product of their diagonal entries. -/
theorem fermionZ_diagonal (d : Fin M → R) :
    fermionZ (Matrix.diagonal d) = ∑ k, ∑ l with k < l, d k * d l := by
  unfold fermionZ
  refine Finset.sum_congr rfl fun k _ => Finset.sum_congr rfl fun l hl => ?_
  have hkl : k < l := (Finset.mem_filter.mp hl).2
  rw [slaterWeight_eq, Matrix.diagonal_apply_eq, Matrix.diagonal_apply_eq,
    Matrix.diagonal_apply_ne _ hkl.ne, zero_mul, sub_zero]

/-- The two-fermion partition function vanishes when the one-particle operator is the outer
product of two vectors. -/
theorem fermionZ_outer_product (u v : Fin M → R) :
    fermionZ (Matrix.vecMulVec u v) = 0 := by
  unfold fermionZ
  refine Finset.sum_eq_zero fun k _ => Finset.sum_eq_zero fun l _ => ?_
  simp only [slaterWeight_eq, Matrix.vecMulVec_apply]
  ring

end TwoFermionPartition
```

```lean
#print axioms TwoFermionPartition.two_mul_fermionZ
-- 'TwoFermionPartition.two_mul_fermionZ' depends on axioms: [propext, Classical.choice, Quot.sound]
#print axioms TwoFermionPartition.fermionZ_boltzmann
-- 'TwoFermionPartition.fermionZ_boltzmann' depends on axioms: [propext, Classical.choice, Quot.sound]
#print axioms TwoFermionPartition.fermionZ_diagonal
-- 'TwoFermionPartition.fermionZ_diagonal' depends on axioms: [propext, Classical.choice, Quot.sound]
#print axioms TwoFermionPartition.fermionZ_outer_product
-- 'TwoFermionPartition.fermionZ_outer_product' depends on axioms: [propext, Classical.choice, Quot.sound]
```

## What the Lean definitions say about the two particles

Orbital labels are elements of `Fin M`, and the one-particle operator is a matrix `A` with entries in a commutative ring `R`. For a physical system `R` would be the real or complex numbers. Nothing is assumed about `M`: with no orbitals or with one, there are no pairs $k<l$, and both sides of the main identity are zero.

`slaterWeight A k l` is the determinant of the $2\times2$ matrix formed from rows and columns $k,l$. The file takes this minor as its definition, and the expansion of the normalised determinant above is the physical reason for it. `fermionZ` adds the weights over `∑ l with k < l`, so each determinant is counted once. `bosonZ` is the $Z_B$ of the derivation, doubly occupied orbitals included.

The main theorem, `two_mul_fermionZ`, writes out the sum over minors in full and can be read without those definitions. It says that twice this sum equals `A.trace ^ 2 - (A * A).trace`. The factor of two stays on the left because a general commutative ring needn't allow division by two. In a ring where $2=0$, the theorem only says that the right-hand side vanishes, and it doesn't determine $Z_F$.

In `trace_antisymmetrized`, two-particle basis states are pairs of labels, and `A ⊗ₖ A` is the Kronecker product. The matrix `exchange M R` has a one wherever the column is the swapped row and zeros elsewhere. Over the complex numbers, $1-X$ is twice the projector onto antisymmetric states, so this theorem identifies the sum over minors with the trace over the antisymmetric space.

`fermionZ_boltzmann` accepts any complex matrix `H` and any real `β`. A physical Hamiltonian is Hermitian and $\beta=1/(k_BT)$ is positive, with $k_B$ the Boltzmann constant and $T$ the temperature, but the algebra uses neither property. The one-particle space is finite throughout, so a continuum or an untruncated oscillator is not covered. An interaction is not covered either, because the two-particle operator would then no longer be $A\otimes A$.

## How the double sums are split and recombined in Lean

`slaterWeight_eq` expands the $2\times2$ determinant into the direct product minus the exchange product.

`sum_symmetric_pairs` is the splitting of a symmetric double sum. Its step `h1` writes each term as three conditional terms, for $k<l$, $l<k$ and $k=l$. The proof separates these cases with `lt_trichotomy`, and in each case `simp` shows that only the matching term is active. Step `h2` is the renaming of labels: `Finset.sum_comm` exchanges the order of summation, and the symmetry hypothesis `hf` restores the summand. After that, `ring` collects the two equal halves.

`boson_fermion_sum_and_difference` follows the derivation closely. The equations `t1` and `t2` write the two traces as double sums of direct and exchange products. The equations `e1` and `e2` split those sums, with the required symmetry supplied by `mul_comm`. Once the definitions of `bosonZ` and `fermionZ` are expanded, `ring` carries out both cancellations.

The main theorem is then the difference of two known equations, which is what `linear_combination h.1 - h.2` expresses.

For `trace_antisymmetrized`, the step `hx` evaluates the exchange trace. The sum over intermediate pairs collapses to the swapped pair and leaves $A_{lk}A_{kl}$, which commutativity puts into the order found in $\operatorname{tr}(A^2)$. The term without exchange is handled by `Matrix.trace_kronecker`, which turns the trace of a Kronecker product into a product of traces.

In `fermionZ_boltzmann`, the step `hexp` proves $e^{-2\beta H}=e^{-\beta H}e^{-\beta H}$. For matrices, the exponential of a sum factorises when the summands commute, and here both summands are $-\beta H$. Division by two is available over the complex numbers, so half the difference of the two earlier equations finishes the proof.

The last two theorems work minor by minor. `fermionZ_diagonal` reads $k<l$ off the summation condition and uses it to set the off-diagonal entry to zero. `fermionZ_outer_product` substitutes $u_kv_l$ for the entries, and `ring` shows that the two products cancel.

## The exterior square, and the formula in numerical work

Another way to model $Z_F$ is as the trace of the operator that $A$ induces on the antisymmetric two-particle space, the exterior square. Independence of the chosen basis would then be part of the definition, and the sum over minors would become a lemma obtained by picking the basis of determinants with $k<l$. With minors as the definition, the derivation needs only finite sums, and basis independence can be read off from the traces whenever division by two is possible.

In a calculation with a fixed number of particles, the formula gives an exact reference value for two non-interacting fermions in a finite basis. If the one-particle energies $\varepsilon_k$ are known, one sums $e^{-\beta\varepsilon_k}$ and $e^{-2\beta\varepsilon_k}$ and combines the results. If only the real or complex matrix $A$ is available, a NumPy expression for $Z_F$ is `0.5 * (np.trace(A)**2 - np.sum(A * A.T))`. The elementwise product with the transpose gives $\operatorname{tr}(A^2)$ without a matrix multiplication, and no complex conjugation is involved.

Low temperatures need some care in floating-point arithmetic. If the lowest level consists of a single spin orbital, so that it has no spin degeneracy either, and lies an energy $\Delta$ below the next one, both $Z_1(\beta)^2$ and $Z_1(2\beta)$ are dominated by the same ground-state term. Their difference is smaller than either by a factor of order $e^{-\beta\Delta}$, and significant digits are lost in the subtraction. Shifting the zero of energy doesn't help, because it rescales both terms equally. The sum over pairs of orbitals, $\sum_{k<l}e^{-\beta(\varepsilon_k+\varepsilon_l)}$, has only positive terms and avoids this cancellation, at the cost of a number of terms that grows as $M^2$ if the pairs are summed one by one.
